# Equal Hückel spin populations in the radical cation and anion of an alternant hydrocarbon with a nondegenerate HOMO and no nonbonding orbitals

To estimate the proton hyperfine splittings of the naphthalene radical cation and radical anion at the Hückel level, it is enough to square the HOMO coefficients once: the same spin populations serve both ions. This holds in a model of independent π electrons, with both ions described by the orbitals of the neutral molecule. Electron repulsion, orbital relaxation and spin polarisation are absent, and the factor that turns a spin population into a splitting has to be supplied separately.

## The Hückel matrix and its orbitals

The finite type `n` labels the atoms and also the orbitals, since there are equally many of both.

```lean
import Mathlib

open Matrix

namespace AlternantRadicalIons

noncomputable section

variable {n : Type*} [Fintype n] [DecidableEq n]
```

Let H be the real Hückel matrix, with energies measured from the carbon Coulomb integral. Give each starred atom the sign sᵢ = 1 and each unstarred atom sᵢ = −1, and put G = diag(s). The molecule is alternant if

GHG = −H, that is, sᵢ sⱼ Hᵢⱼ = −Hᵢⱼ.

Hence Hᵢⱼ vanishes between atoms of the same class, and so does every diagonal element: all atoms have the same Coulomb integral. The resonance integrals may differ from bond to bond.

```lean
/-- The signs `s` (starred and unstarred atoms) reverse the Hückel matrix: `G H G = -H`
with `G = diag s`. -/
def IsAlternant (H : Matrix n n ℝ) (s : n → ℝ) : Prop :=
  (∀ i, s i = 1 ∨ s i = -1) ∧ diagonal s * H * diagonal s = -H
```

Orbital k has the coefficient Cᵢₖ on atom i and the energy εₖ. The orbitals are orthonormal, with overlap between atoms neglected, and solve the Hückel equations:

CᵀC = 1, HC = C diag(ε).

Such a set is a hypothesis of the theorems. The spectral theorem supplies one for every real symmetric H; conversely, the two equations give H = C diag(ε) Cᵀ, which is symmetric.

```lean
/-- The columns of `C` are a complete orthonormal set of orbitals of `H` with energies `ε`. -/
structure IsOrbitalSet (H C : Matrix n n ℝ) (ε : n → ℝ) : Prop where
  orth : Cᵀ * C = 1
  eig : H * C = C * diagonal ε
```

For a real number x, let Dₓ be the diagonal matrix with 1 for each orbital of energy x and 0 for the others.

```lean
/-- The diagonal matrix that selects the orbitals of energy `x`. -/
def levelSelector (ε : n → ℝ) (x : ℝ) : Matrix n n ℝ :=
  diagonal (fun k => if ε k = x then 1 else 0)
```

The projector of the level x is

Pₓ = C Dₓ Cᵀ.

Its diagonal element on atom i is the sum of Cᵢₖ² over the orbitals of energy x.

```lean
/-- For orthonormal orbitals, given by the columns of `C`, the sum of the projectors onto all
orbitals of energy `x`. -/
def levelProjector (C : Matrix n n ℝ) (ε : n → ℝ) (x : ℝ) : Matrix n n ℝ :=
  C * levelSelector ε x * Cᵀ
```

## Occupations of the two ions

The resonance integral is negative, so bonding orbitals have negative energy. In the neutral molecule each of them holds two electrons.

```lean
/-- The orbitals of negative energy, measured from the carbon Coulomb integral. -/
def bonding (ε : n → ℝ) : Finset n := Finset.univ.filter (fun k => ε k < 0)
```

When no orbital has zero energy, as the theorem on the ions assumes, the HOMO h is a highest orbital of negative energy.

```lean
/-- `h` is a highest orbital among those of negative energy. -/
def IsHOMO (ε : n → ℝ) (h : n) : Prop := ε h < 0 ∧ ∀ k, ε k < 0 → ε k ≤ ε h
```

Under the same condition, the LUMO l is a lowest orbital of non-negative energy. Both definitions allow degeneracy.

```lean
/-- `l` is a lowest orbital among those of non-negative energy. -/
def IsLUMO (ε : n → ℝ) (l : n) : Prop := 0 ≤ ε l ∧ ∀ k, 0 ≤ ε k → ε l ≤ ε k
```

The spin population of atom i is the spin-up minus the spin-down population:

ρᵢ = Σ(k in up) Cᵢₖ² − Σ(k in dn) Cᵢₖ².

```lean
/-- Spin-up minus spin-down population of atom `i`, when each orbital in `up` holds one spin-up
electron and each orbital in `dn` holds one spin-down electron. -/
def spinPopulation (C : Matrix n n ℝ) (up dn : Finset n) (i : n) : ℝ :=
  ∑ k ∈ up, C i k ^ 2 - ∑ k ∈ dn, C i k ^ 2
```

## The projector of a level

The matrix Pₓ is symmetric, and because CᵀC = 1,

Pₓ² = C Dₓ (CᵀC) Dₓ Cᵀ = C Dₓ² Cᵀ = Pₓ.

Since C is square, CCᵀ = 1 as well, so every vector can be expanded as v = Ca. Then Pₓv = v means Dₓa = a, while Hv = xv means εₖaₖ = xaₖ for every k. Both say that aₖ = 0 whenever εₖ ≠ x. Thus Pₓ is the orthogonal projector onto the solutions of Hv = xv. In the proof, `inj` cancels C from both equations, and the case split on `ε k = x` compares them one orbital at a time.

```lean
/-- For a complete orthonormal set of orbitals, `levelProjector` is the orthogonal projector
onto the solutions of `H v = x v`. -/
theorem levelProjector_spec {H C : Matrix n n ℝ} {ε : n → ℝ} (hC : IsOrbitalSet H C ε)
    (x : ℝ) : (levelProjector C ε x)ᵀ = levelProjector C ε x ∧
      levelProjector C ε x * levelProjector C ε x = levelProjector C ε x ∧
      ∀ v, levelProjector C ε x *ᵥ v = v ↔ H *ᵥ v = x • v := by
  refine ⟨by simp [levelProjector, levelSelector, Matrix.transpose_mul, Matrix.mul_assoc],
    ?_, fun v => ?_⟩
  · have hD : levelSelector ε x * levelSelector ε x = levelSelector ε x := by
      rw [levelSelector, diagonal_mul_diagonal]
      congr 1
      funext k
      split_ifs <;> norm_num
    calc C * levelSelector ε x * Cᵀ * (C * levelSelector ε x * Cᵀ)
        = C * levelSelector ε x * (Cᵀ * C) * levelSelector ε x * Cᵀ := by noncomm_ring
      _ = C * (levelSelector ε x * levelSelector ε x) * Cᵀ := by rw [hC.orth]; noncomm_ring
      _ = C * levelSelector ε x * Cᵀ := by rw [hD]
  · -- expand the vector in the orbitals
    obtain ⟨a, rfl⟩ : ∃ a, v = C *ᵥ a :=
      ⟨Cᵀ *ᵥ v, by rw [mulVec_mulVec, mul_eq_one_comm.mp hC.orth, one_mulVec]⟩
    have inj : ∀ a b : n → ℝ, C *ᵥ a = C *ᵥ b ↔ a = b := fun a b =>
      ⟨fun h => by
        have h' := congrArg (fun w => Cᵀ *ᵥ w) h
        simpa only [mulVec_mulVec, hC.orth, one_mulVec] using h', fun h => by rw [h]⟩
    have h1 : levelProjector C ε x *ᵥ (C *ᵥ a) = C *ᵥ (levelSelector ε x *ᵥ a) := by
      rw [levelProjector, mulVec_mulVec, Matrix.mul_assoc, hC.orth, Matrix.mul_one,
        ← mulVec_mulVec]
    have h2 : H *ᵥ (C *ᵥ a) = C *ᵥ (diagonal ε *ᵥ a) := by
      rw [mulVec_mulVec, hC.eig, ← mulVec_mulVec]
    rw [h1, h2, ← mulVec_smul, inj, inj, funext_iff, funext_iff]
    refine forall_congr' fun k => ?_
    simp only [levelSelector, mulVec_diagonal, Pi.smul_apply, smul_eq_mul]
    by_cases hk : ε k = x
    · simp [hk]
    · rw [if_neg hk, zero_mul]
      refine ⟨fun h0 => by rw [← h0, mul_zero, mul_zero], fun h0 => ?_⟩
      have h3 : (ε k - x) * a k = 0 := by linear_combination h0
      exact ((mul_eq_zero.mp h3).resolve_left (sub_ne_zero.mpr hk)).symm
```

## Reversing the signs on one class of atoms

From G² = 1 and GHG = −H it follows that HG = −GH. Define

M = CᵀGC.

The element Mₖₘ is the overlap of orbital k with the sign-reversed orbital m. Then CM = GC and MᵀM = CᵀG²C = 1. Moreover,

diag(ε) M = CᵀHGC = −CᵀGHC = −M diag(ε).

Element by element this reads

(εₖ + εₘ) Mₖₘ = 0,

so M connects only orbitals of opposite energy. The equation for `hε` is the matrix form, and the last lines of the proof divide its element by `M k m`.

```lean
/-- In an alternant system with a complete orthonormal set of orbitals, reversing the signs on one
class of atoms mixes the orbitals by an orthogonal matrix `M` that connects only orbitals of
opposite energy. -/
theorem signed_orbitals {H C : Matrix n n ℝ} {s ε : n → ℝ} (hA : IsAlternant H s)
    (hC : IsOrbitalSet H C ε) : ∃ M : Matrix n n ℝ, Mᵀ * M = 1 ∧ C * M = diagonal s * C ∧
      ∀ k m, M k m ≠ 0 → ε k = -ε m := by
  have hG : diagonal s * diagonal s = 1 := by
    rw [diagonal_mul_diagonal, ← diagonal_one]
    congr 1
    funext i
    rcases hA.1 i with h | h <;> rw [h] <;> norm_num
  have hHG : H * diagonal s = -(diagonal s * H) := by
    calc H * diagonal s = (diagonal s * diagonal s) * H * diagonal s := by
          rw [hG, Matrix.one_mul]
      _ = diagonal s * (diagonal s * H * diagonal s) := by noncomm_ring
      _ = -(diagonal s * H) := by rw [hA.2, Matrix.mul_neg]
  obtain ⟨M, hM⟩ : ∃ M, M = Cᵀ * diagonal s * C := ⟨_, rfl⟩
  have hCM : C * M = diagonal s * C := by
    rw [hM, ← Matrix.mul_assoc, ← Matrix.mul_assoc, mul_eq_one_comm.mp hC.orth,
      Matrix.one_mul]
  refine ⟨M, ?_, hCM, fun k m hk => ?_⟩
  · calc Mᵀ * M = Mᵀ * (Cᵀ * C) * M := by rw [hC.orth, Matrix.mul_one]
      _ = (C * M)ᵀ * (C * M) := by rw [Matrix.transpose_mul]; noncomm_ring
      _ = Cᵀ * (diagonal s * diagonal s) * C := by
          rw [hCM, Matrix.transpose_mul, diagonal_transpose]; noncomm_ring
      _ = 1 := by rw [hG, Matrix.mul_one, hC.orth]
  · -- `M` anticommutes with the orbital energies
    have hε : diagonal ε * M = -(M * diagonal ε) := by
      calc diagonal ε * M = (Cᵀ * C) * diagonal ε * M := by rw [hC.orth, Matrix.one_mul]
        _ = Cᵀ * (C * diagonal ε) * M := by noncomm_ring
        _ = Cᵀ * H * (C * M) := by rw [← hC.eig]; noncomm_ring
        _ = Cᵀ * (H * diagonal s) * C := by rw [hCM]; noncomm_ring
        _ = -(Cᵀ * diagonal s * (H * C)) := by rw [hHG]; noncomm_ring
        _ = -(M * diagonal ε) := by rw [hC.eig, hM]; noncomm_ring
    have h := congrFun (congrFun hε k) m
    rw [Matrix.neg_apply, diagonal_mul, mul_diagonal] at h
    apply mul_right_cancel₀ hk
    linear_combination h
```

## Equal diagonals at x and −x

The selection rule for M gives D₋ₓM = MDₓ. Inserting MMᵀ = 1,

P₋ₓ = C D₋ₓ M Mᵀ Cᵀ = (CM) Dₓ (CM)ᵀ = G Pₓ G.

On the diagonal, (P₋ₓ)ᵢᵢ = sᵢ² (Pₓ)ᵢᵢ = (Pₓ)ᵢᵢ. The levels may be degenerate. In the proof, `hEM` is the first relation and `key` the second.

```lean
/-- In an alternant system the projectors of the levels `x` and `-x` have the same diagonal
element on every atom. -/
theorem levelProjector_diag_eq {H C : Matrix n n ℝ} {s ε : n → ℝ} (hA : IsAlternant H s)
    (hC : IsOrbitalSet H C ε) (x : ℝ) (i : n) :
    levelProjector C ε x i i = levelProjector C ε (-x) i i := by
  obtain ⟨M, hMM, hCM, hM⟩ := signed_orbitals hA hC
  have hEM : levelSelector ε (-x) * M = M * levelSelector ε x := by
    ext k m
    rw [levelSelector, levelSelector, diagonal_mul, mul_diagonal]
    by_cases h : M k m = 0
    · simp [h]
    · rw [hM k m h, mul_comm]
      by_cases hx : ε m = x <;> simp [hx]
  have key : levelProjector C ε (-x) = diagonal s * levelProjector C ε x * diagonal s := by
    calc C * levelSelector ε (-x) * Cᵀ
        = C * (levelSelector ε (-x) * (M * Mᵀ)) * Cᵀ := by
          rw [mul_eq_one_comm.mp hMM, Matrix.mul_one]
      _ = C * (levelSelector ε (-x) * M) * (Mᵀ * Cᵀ) := by noncomm_ring
      _ = (C * M) * levelSelector ε x * (C * M)ᵀ := by
          rw [hEM, Matrix.transpose_mul]; noncomm_ring
      _ = diagonal s * (C * levelSelector ε x * Cᵀ) * diagonal s := by
          rw [hCM, Matrix.transpose_mul, diagonal_transpose]; noncomm_ring
  rw [key, mul_diagonal, diagonal_mul]
  rcases hA.1 i with h | h <;> rw [h] <;> ring
```

## Pairing of the levels

Column h of M has norm 1, so some Mₖₕ is nonzero, and then εₖ = −εₕ. The Lean proof assumes that no such k exists and finds a column of zeros. Here h may be any orbital.

```lean
/-- In an alternant system every orbital energy occurs also with the opposite sign. -/
theorem exists_paired_level {H C : Matrix n n ℝ} {s ε : n → ℝ} (hA : IsAlternant H s)
    (hC : IsOrbitalSet H C ε) (h : n) : ∃ k, ε k = -ε h := by
  obtain ⟨M, hMM, -, hM⟩ := signed_orbitals hA hC
  by_contra hno
  have h0 : ∀ k, M k h = 0 := fun k => by_contra fun hk => hno ⟨k, hM k h hk⟩
  have e := congrFun (congrFun hMM h) h
  simp [Matrix.mul_apply, h0] at e
```

## The cation and the anion

Let no orbital have zero energy (`hgap`), and let the HOMO be nondegenerate (`hnd`). The level at −εₕ is positive, so εₗ ≤ −εₕ. The level at −εₗ is negative, so −εₗ ≤ εₕ. Together,

εₗ = −εₕ.

If Mₖₗ ≠ 0, then εₖ = −εₗ = εₕ, and therefore k = h. Column l of M has only this one element, so

Mₕₗ² = 1, sᵢ Cᵢₗ = Cᵢₕ Mₕₗ, and hence Cᵢₗ² = Cᵢₕ².

These are `e1`, `e2` and `heq` in the proof. The cation lacks one spin-down HOMO electron, which leaves ρᵢ = Cᵢₕ². The anion has one additional spin-up LUMO electron, which gives ρᵢ = Cᵢₗ². The two are equal on every atom.

```lean
/-- For an alternant hydrocarbon without nonbonding orbitals and with a nondegenerate HOMO,
the radical cation (one HOMO electron removed) and the radical anion (one LUMO electron added)
have the same Hückel spin population on every atom. -/
theorem cation_anion_spinPopulation_eq {H C : Matrix n n ℝ} {s ε : n → ℝ} {h l : n}
    (hA : IsAlternant H s) (hC : IsOrbitalSet H C ε) (hgap : ∀ k, ε k ≠ 0)
    (hh : IsHOMO ε h) (hnd : ∀ k, ε k = ε h → k = h) (hl : IsLUMO ε l) (i : n) :
    spinPopulation C (bonding ε) ((bonding ε).erase h) i
      = spinPopulation C (insert l (bonding ε)) (bonding ε) i := by
  have hpos : 0 < ε l := lt_of_le_of_ne hl.1 (hgap l).symm
  -- the frontier levels are paired
  have hlh : ε l = -ε h := by
    obtain ⟨k, hk⟩ := exists_paired_level hA hC h
    obtain ⟨m, hm⟩ := exists_paired_level hA hC l
    have h1 := hl.2 k (by linarith [hh.1])
    have h2 := hh.2 m (by linarith)
    linarith
  -- the sign-reversed LUMO is the HOMO up to a sign
  obtain ⟨M, hMM, hCM, hM⟩ := signed_orbitals hA hC
  have h0 : ∀ k, k ≠ h → M k l = 0 := fun k hk =>
    by_contra fun h' => hk (hnd k (by linarith [hM k l h']))
  have e1 : (Mᵀ * M) l l = Mᵀ l h * M h l := by
    rw [Matrix.mul_apply]
    exact Finset.sum_eq_single h (fun k _ hk => by simp [h0 k hk]) (by simp)
  have e2 : (C * M) i l = C i h * M h l := by
    rw [Matrix.mul_apply]
    exact Finset.sum_eq_single h (fun k _ hk => by simp [h0 k hk]) (by simp)
  rw [hMM, one_apply_eq, transpose_apply] at e1
  rw [hCM, diagonal_mul] at e2
  have hs : s i ^ 2 = 1 := by
    rcases hA.1 i with h | h <;> rw [h] <;> norm_num
  have heq : C i l ^ 2 = C i h ^ 2 := by
    linear_combination (s i * C i l + C i h * M h l) * e2 - C i l ^ 2 * hs - C i h ^ 2 * e1
  have hmem : h ∈ bonding ε := by simp [bonding, hh.1]
  have hnot : l ∉ bonding ε := by simp [bonding, hl.1]
  have hsum := Finset.add_sum_erase (bonding ε) (fun k => C i k ^ 2) hmem
  rw [spinPopulation, spinPopulation, Finset.sum_insert hnot]
  linarith
```

Two ethylene molecules that do not interact show what nondegeneracy does. Their bonding level is doubly degenerate, and the orbitals can be chosen on one molecule each. With h on the first molecule and l on the second, the cation has spin populations (1/2, 1/2, 0, 0) and the anion (0, 0, 1/2, 1/2). The diagonals of the two level projectors still agree, with 1/2 + 0 on every atom.

## Ethylene, the smallest case

A single atom has H = 0 and thus a nonbonding orbital, so the smallest molecule that the ion theorem admits has two atoms. For ethylene, in units of the resonance integral's magnitude, the energies are −1 and 1 and the normalised orbitals are

(1/√2, 1/√2) and (1/√2, −1/√2).

Neither energy is zero and the two differ, so the remaining conditions hold too. Each ion has spin population 1/2 on each carbon. In the proof, √2/2 is replaced by a number r with r² = 1/2, and the matrix equations are checked element by element.

```lean
/-- Ethylene, with energies in units of the resonance integral's magnitude, is alternant; its
two orbitals are a complete orthonormal set, the first a HOMO and the second a LUMO. -/
theorem ethylene_witness :
    IsAlternant !![0, -1; -1, 0] ![1, -1] ∧
    IsOrbitalSet !![0, -1; -1, 0] !![√2 / 2, √2 / 2; √2 / 2, -(√2 / 2)] ![-1, 1] ∧
    IsHOMO ![-1, 1] 0 ∧ IsLUMO ![-1, 1] 1 := by
  have hr : (√2 / 2) * (√2 / 2) = (1 / 2 : ℝ) := by
    have h2 : √2 * √2 = (2 : ℝ) := Real.mul_self_sqrt (by norm_num)
    linarith
  generalize √2 / 2 = r at hr ⊢
  refine ⟨⟨?_, ?_⟩, ⟨?_, ?_⟩, ⟨?_, ?_⟩, ⟨?_, ?_⟩⟩
  · intro i
    fin_cases i <;> simp
  · ext i j
    fin_cases i <;> fin_cases j <;> simp
  · ext i j
    fin_cases i <;> fin_cases j <;> simp [Matrix.mul_apply, Fin.sum_univ_two] <;> linarith
  · ext i j
    fin_cases i <;> fin_cases j <;> simp [Matrix.mul_apply, Fin.sum_univ_two]
  · norm_num
  · intro k
    fin_cases k <;> norm_num
  · norm_num
  · intro k
    fin_cases k <;> norm_num

end

end AlternantRadicalIons
```

```lean
#print axioms AlternantRadicalIons.levelProjector_spec
-- 'AlternantRadicalIons.levelProjector_spec' depends on axioms: [propext, Classical.choice, Quot.sound]
#print axioms AlternantRadicalIons.levelProjector_diag_eq
-- 'AlternantRadicalIons.levelProjector_diag_eq' depends on axioms: [propext, Classical.choice, Quot.sound]
#print axioms AlternantRadicalIons.cation_anion_spinPopulation_eq
-- 'AlternantRadicalIons.cation_anion_spinPopulation_eq' depends on axioms: [propext, Classical.choice, Quot.sound]
```
